# With fewer than half of the energies corrupted, a least-absolute-deviation constant stays within the clean range

Let a constant be fitted to finitely many reference energies, of which fewer than half are corrupted, for instance by calculations that converged to the wrong electronic state. Every constant that minimises the sum of absolute deviations lies between the smallest and the largest uncorrupted energy. The least-squares constant, in contrast, can be moved to any real value by changing one energy.

In fitting an interatomic potential, this one-parameter problem arises for the energy offset between the potential and electronic-structure data, for cells of one size and composition with all other parameters fixed. The data are then the reference energies minus the potential's predictions.

## Counting gains and losses

Let $y_i$ be the $n$ energies, $B$ the set of corrupted indices, and $S(c)=\sum_i|y_i-c|$. Suppose that $d\neq c$ lies between $c$ and every clean energy. Then

$$|y_i-d|=|y_i-c|-|d-c|\quad(i\notin B),\qquad |y_i-d|\le|y_i-c|+|d-c|\quad(i\in B).$$

Summing gives

$$S(d)\le S(c)-(n-2|B|)\,|d-c|<S(c)\quad\text{if } 2|B|<n,$$

so $c$ is not a minimiser. If $c$ were below all clean energies, the smallest of them would serve as $d$; if $c$ were above them all, the largest would. Hence a minimiser has clean energies $y_i\le c\le y_j$. If all clean energies are within $\varepsilon$ of a value $E$, then $E-\varepsilon\le y_i\le c\le y_j\le E+\varepsilon$.

The strict inequality $2|B|<n$ can't be relaxed to $2|B|\le n$. With a clean energy $0$ and a corrupted energy $1$, every $c\in[0,1]$ gives $S(c)=1$, so $c=1$ is a minimiser outside the clean range $\{0\}$.

For squares, let $Q(c)=\sum_i(y_i-c)^2$ and let $m$ be the mean. Expanding,

$$Q(c)=\sum_i y_i^2-2c\sum_i y_i+nc^2=Q(m)+n(c-m)^2,$$

so $m$ is the only minimiser. To make it equal to a target $t$, replace $y_k$ by $v=nt-\sum_{i\ne k}y_i$.

## Losses and best constants in Lean

The finite type `ι` labels the reference calculations, and energies are real numbers in one fixed unit.

```lean
import Mathlib

open Finset

namespace RobustEnergyFit

variable {ι : Type*} [Fintype ι]
```

The two losses are $S$ and $Q$, with equal weight on every energy.

```lean
/-- Sum of absolute deviations of the reference energies `y` from the constant `c`. -/
def absLoss (y : ι → ℝ) (c : ℝ) : ℝ := ∑ i, |y i - c|

/-- Sum of squared deviations of the reference energies `y` from the constant `c`. -/
def sqLoss (y : ι → ℝ) (c : ℝ) : ℝ := ∑ i, (y i - c) ^ 2
```

A best constant is a global minimiser over all real numbers; uniqueness is not part of the definition.

```lean
/-- The constant `c` is a best fit for the loss `L`: no real number has a smaller loss. -/
def IsBestConstant (L : ℝ → ℝ) (c : ℝ) : Prop := ∀ d, L c ≤ L d
```

## A minimiser of the absolute loss exists

The continuous function $S$ has a minimum on the compact interval $[-2S(0),2S(0)]$. If $|d|>2S(0)$, any single term gives $S(d)\ge|y_i-d|\ge|d|-|y_i|>S(0)$, because $|y_i|\le S(0)$. The minimum on the interval is therefore global.

```lean
/-- A nonempty finite set of reference energies has a best constant for the absolute loss. -/
theorem exists_best_absLoss [Nonempty ι] (y : ι → ℝ) :
    ∃ c, IsBestConstant (absLoss y) c := by
  have hcont : Continuous (absLoss y) := by
    unfold absLoss
    fun_prop
  have hS : 0 ≤ absLoss y 0 := Finset.sum_nonneg fun i _ => abs_nonneg _
  have h0 : (0 : ℝ) ∈ Set.Icc (-(2 * absLoss y 0)) (2 * absLoss y 0) :=
    ⟨by linarith, by linarith⟩
  obtain ⟨c, _, hc⟩ := isCompact_Icc.exists_isMinOn ⟨0, h0⟩ hcont.continuousOn
  refine ⟨c, fun d => ?_⟩
  by_cases hd : |d| ≤ 2 * absLoss y 0
  · exact isMinOn_iff.1 hc d (abs_le.1 hd)
  · -- far from the data, a single term already exceeds the loss at zero
    obtain ⟨i⟩ := ‹Nonempty ι›
    have h1 : |y i - 0| ≤ absLoss y 0 :=
      Finset.single_le_sum (f := fun j => |y j - 0|) (fun j _ => abs_nonneg _) (mem_univ i)
    have h2 : |y i - d| ≤ absLoss y d :=
      Finset.single_le_sum (f := fun j => |y j - d|) (fun j _ => abs_nonneg _) (mem_univ i)
    have h3 := abs_sub_abs_le_abs_sub d (y i)
    rw [abs_sub_comm d (y i)] at h3
    rw [sub_zero] at h1
    have h4 := isMinOn_iff.1 hc 0 h0
    linarith [not_le.1 hd]
```

## The clean majority confines the fit

The hypothesis `hbetween` says that $d$ lies between $c$ and each clean energy, written as the reverse of the triangle inequality; together the two give equality. In the `calc` block, the `if` expression adds $2|d-c|$ on $B$ while $|d-c|$ is subtracted everywhere, which reproduces the two bounds above.

```lean
/-- If fewer than half of the energies are corrupted, moving the constant from `c` to a different
value `d` that lies between `c` and every uncorrupted energy strictly lowers the absolute loss. -/
theorem absLoss_lt_of_between (y : ι → ℝ) (B : Finset ι) (hB : 2 * B.card < Fintype.card ι)
    {c d : ℝ} (hne : d ≠ c) (hbetween : ∀ i ∉ B, |y i - d| + |d - c| ≤ |y i - c|) :
    absLoss y d < absLoss y c := by
  classical
  have hr : 0 < |d - c| := abs_pos.2 (sub_ne_zero.2 hne)
  have hB' : 2 * (B.card : ℝ) < Fintype.card ι := by exact_mod_cast hB
  calc absLoss y d
      ≤ ∑ i, (|y i - c| + ((if i ∈ B then 2 * |d - c| else 0) - |d - c|)) := by
        refine Finset.sum_le_sum fun i _ => ?_
        by_cases hi : i ∈ B
        · have h := abs_sub_le (y i) c d
          rw [abs_sub_comm c d] at h
          rw [if_pos hi]
          linarith
        · rw [if_neg hi]
          linarith [hbetween i hi]
    _ = absLoss y c + (2 * B.card - Fintype.card ι) * |d - c| := by
        rw [Finset.sum_add_distrib, Finset.sum_sub_distrib, Finset.sum_ite_mem]
        simp only [Finset.univ_inter, Finset.sum_const, Finset.card_univ, nsmul_eq_mul, absLoss]
        ring
    _ < absLoss y c := by nlinarith [mul_pos (sub_pos.2 hB') hr]
```

The main theorem states the enclosure through two clean indices, which may coincide. Its proof takes the smallest and largest clean energies and contradicts minimality with the preceding lemma. The fit needs no knowledge of `B`: only its size is restricted, and the corrupted values are arbitrary.

```lean
/-- If fewer than half of the energies are corrupted, every best constant for the absolute loss
has an uncorrupted energy at or below it and an uncorrupted energy at or above it. -/
theorem best_absLoss_between_clean (y : ι → ℝ) (B : Finset ι)
    (hB : 2 * B.card < Fintype.card ι) {c : ℝ} (hc : IsBestConstant (absLoss y) c) :
    ∃ i ∉ B, ∃ j ∉ B, y i ≤ c ∧ c ≤ y j := by
  classical
  have hne : (Bᶜ).Nonempty := by
    rw [← Finset.card_pos, Finset.card_compl]
    omega
  -- the smallest and the largest uncorrupted energy
  obtain ⟨i, hi, hmin⟩ := Finset.exists_min_image Bᶜ y hne
  obtain ⟨j, hj, hmax⟩ := Finset.exists_max_image Bᶜ y hne
  refine ⟨i, Finset.mem_compl.1 hi, j, Finset.mem_compl.1 hj, ?_, ?_⟩
  · by_contra h
    have h' := not_le.1 h
    refine not_lt_of_ge (hc (y i)) (absLoss_lt_of_between y B hB h'.ne' fun k hk => ?_)
    have hk' := hmin k (Finset.mem_compl.2 hk)
    rw [abs_of_nonneg (by linarith : 0 ≤ y k - y i), abs_of_nonneg (by linarith : 0 ≤ y i - c),
      abs_of_nonneg (by linarith : 0 ≤ y k - c)]
    linarith
  · by_contra h
    have h' := not_le.1 h
    refine not_lt_of_ge (hc (y j)) (absLoss_lt_of_between y B hB h'.ne fun k hk => ?_)
    have hk' := hmax k (Finset.mem_compl.2 hk)
    rw [abs_of_nonpos (by linarith : y k - y j ≤ 0), abs_of_nonpos (by linarith : y j - c ≤ 0),
      abs_of_nonpos (by linarith : y k - c ≤ 0)]
    linarith
```

The error bound follows by chaining the inequalities. Here `ε` is an assumed bound on the distance of the clean data from `E`. For the offset of a potential, the data also contain the potential's own errors, so `ε` isn't set by the accuracy of the electronic-structure calculations alone.

```lean
/-- If fewer than half of the energies are corrupted and the others lie within `ε` of a value `E`,
then every best constant for the absolute loss lies within `ε` of `E`. -/
theorem best_absLoss_error_le (y : ι → ℝ) (B : Finset ι) (hB : 2 * B.card < Fintype.card ι)
    {c E ε : ℝ} (hc : IsBestConstant (absLoss y) c) (hclean : ∀ i ∉ B, |y i - E| ≤ ε) :
    |c - E| ≤ ε := by
  obtain ⟨i, hi, j, hj, hic, hcj⟩ := best_absLoss_between_clean y B hB hc
  have h1 := abs_le.1 (hclean i hi)
  have h2 := abs_le.1 (hclean j hj)
  exact abs_le.2 ⟨by linarith [h1.1], by linarith [h2.2]⟩
```

## Half of the data suffices to move the fit

If $2|B|\ge n$, put all corrupted energies at $t$. Moving from any $d$ to $t$ then lowers each corrupted term by $|d-t|$ and raises each clean term by at most that amount, so $S(t)\le S(d)+(n-2|B|)|d-t|\le S(d)$. The theorem makes $t$ a minimiser, not necessarily the only one.

```lean
/-- If at least half of the energies may be corrupted, they can be chosen so that any prescribed
real number `t` is a best constant for the absolute loss. -/
theorem absLoss_breakdown_at_half (x : ι → ℝ) (B : Finset ι)
    (hB : Fintype.card ι ≤ 2 * B.card) (t : ℝ) :
    ∃ y : ι → ℝ, (∀ i ∉ B, y i = x i) ∧ IsBestConstant (absLoss y) t := by
  classical
  -- all corrupted energies are placed at the target
  let y : ι → ℝ := fun i => if i ∈ B then t else x i
  refine ⟨y, fun i hi => if_neg hi, fun d => ?_⟩
  have hB' : (Fintype.card ι : ℝ) ≤ 2 * B.card := by exact_mod_cast hB
  calc absLoss y t
      ≤ ∑ i, (|y i - d| + (|d - t| - (if i ∈ B then 2 * |d - t| else 0))) := by
        refine Finset.sum_le_sum fun i _ => ?_
        by_cases hi : i ∈ B
        · have hy : y i = t := if_pos hi
          rw [if_pos hi, hy, sub_self, abs_zero, abs_sub_comm t d]
          linarith
        · rw [if_neg hi]
          linarith [abs_sub_le (y i) d t]
    _ = absLoss y d + (Fintype.card ι - 2 * B.card) * |d - t| := by
        rw [Finset.sum_add_distrib, Finset.sum_sub_distrib, Finset.sum_ite_mem]
        simp only [Finset.univ_inter, Finset.sum_const, Finset.card_univ, nsmul_eq_mul, absLoss]
        ring
    _ ≤ absLoss y d := by
        nlinarith [mul_nonneg (sub_nonneg.2 hB') (abs_nonneg (d - t))]
```

## One energy moves the least-squares constant

The mean is expressed without division, as $nc=\sum_i y_i$. The identity `expand` is the expanded square; comparison with $m$ gives one direction, and $n(d-c)^2\ge0$ the other.

```lean
/-- For a nonempty set of energies, `c` is a best constant for the squared loss exactly when
the number of energies times `c` equals their sum. -/
theorem best_sqLoss_iff_mean [Nonempty ι] (y : ι → ℝ) (c : ℝ) :
    IsBestConstant (sqLoss y) c ↔ (Fintype.card ι : ℝ) * c = ∑ i, y i := by
  have hn : (0 : ℝ) < Fintype.card ι := by exact_mod_cast Fintype.card_pos
  have expand : ∀ a, sqLoss y a
      = ∑ i, y i ^ 2 - 2 * a * ∑ i, y i + Fintype.card ι * a ^ 2 := by
    intro a
    simp only [sqLoss, sub_sq, Finset.sum_add_distrib, Finset.sum_sub_distrib,
      ← Finset.sum_mul, ← Finset.mul_sum, Finset.sum_const, Finset.card_univ, nsmul_eq_mul]
    ring
  constructor
  · intro h
    obtain ⟨m, hm⟩ : ∃ m : ℝ, (Fintype.card ι : ℝ) * m = ∑ i, y i :=
      ⟨(∑ i, y i) / Fintype.card ι, by field_simp⟩
    -- comparison with the mean `m` forces `c = m`
    have h1 := h m
    rw [expand, expand, ← hm] at h1
    have h2 : (Fintype.card ι : ℝ) * (c - m) ^ 2 ≤ 0 := by nlinarith
    have h3 := le_antisymm h2 (mul_nonneg hn.le (sq_nonneg (c - m)))
    have h4 : (c - m) ^ 2 = 0 := (mul_eq_zero.1 h3).resolve_left hn.ne'
    have h5 : c = m := sub_eq_zero.1 (pow_eq_zero_iff two_ne_zero |>.1 h4)
    rw [h5, hm]
  · intro h d
    rw [expand, expand, ← h]
    nlinarith [mul_nonneg hn.le (sq_nonneg (d - c))]
```

`Function.update y k v` is the data set with entry `k` replaced by `v`. The proof inserts the value of $v$ found above and cancels $n$.

```lean
/-- Changing the single energy `y k` to a suitable value makes any prescribed real number `t`
the unique best constant for the squared loss. -/
theorem sqLoss_single_corruption [DecidableEq ι] (y : ι → ℝ) (k : ι) (t : ℝ) :
    ∃ v : ℝ, ∀ c, IsBestConstant (sqLoss (Function.update y k v)) c ↔ c = t := by
  have : Nonempty ι := ⟨k⟩
  have hn : (Fintype.card ι : ℝ) ≠ 0 := by exact_mod_cast Fintype.card_ne_zero
  -- solve the equation for the mean for the corrupted entry
  refine ⟨Fintype.card ι * t - ∑ i ∈ univ \ {k}, y i, fun c => ?_⟩
  rw [best_sqLoss_iff_mean, Finset.sum_update_of_mem (mem_univ k), sub_add_cancel]
  exact ⟨fun h => mul_left_cancel₀ hn h, fun h => by rw [h]⟩

end RobustEnergyFit
```

```lean
#print axioms RobustEnergyFit.best_absLoss_between_clean
-- 'RobustEnergyFit.best_absLoss_between_clean' depends on axioms: [propext, Classical.choice, Quot.sound]
#print axioms RobustEnergyFit.best_absLoss_error_le
-- 'RobustEnergyFit.best_absLoss_error_le' depends on axioms: [propext, Classical.choice, Quot.sound]
#print axioms RobustEnergyFit.absLoss_breakdown_at_half
-- 'RobustEnergyFit.absLoss_breakdown_at_half' depends on axioms: [propext, Classical.choice, Quot.sound]
#print axioms RobustEnergyFit.sqLoss_single_corruption
-- 'RobustEnergyFit.sqLoss_single_corruption' depends on axioms: [propext, Classical.choice, Quot.sound]
```

A full potential has many parameters, and its predictions vary with the atomic configuration. Passing from the constant to such a model is a step that these hypotheses don't supply, since one corrupted configuration may then have a large influence on some parameter even under the absolute loss.
